# At fixed positive force costs, multiple time stepping gains less than the cost ratio of a full step to a fast force

Take two consecutive time steps of a molecular dynamics run in which the force is split into a slowly varying part and a rapidly varying part. One evaluation of the slow force costs \(A>0\), and one evaluation of the fast force costs \(B>0\), in processor time for instance. If both forces are evaluated at both steps, the bill is \(2(A+B)\). If the slow force is evaluated only at the first step, the bill is \(A+2B\). The speed-up is therefore

\[
\frac{2(A+B)}{A+2B}.
\]

One slow evaluation has been saved, but both fast evaluations remain. With longer gaps between slow evaluations, the fast forces make up a growing share of the bill, and they limit what can be gained.

## From the evaluation count to the speed-up

Let there be \(n\ge 1\) fast steps per slow one, and call such a group of \(n\) fine steps a cycle. A cycle contains one slow and \(n\) fast evaluations, so it costs \(A+nB\), and \(m\) cycles cost \(m(A+nB)\). Single stepping over the same \(mn\) fine steps costs \(mn(A+B)\). The number of cycles cancels in the ratio, which leaves

\[
S(n)=\frac{n(A+B)}{A+nB}.
\]

**Growth.** Let \(n<m\), where \(m\) is now a second number of fast steps per slow one. Both denominators are positive, so \(S(n)<S(m)\) is equivalent to \(n(A+B)(A+mB)<m(A+B)(A+nB)\). The right side minus the left side is

\[
A(A+B)(m-n)>0 .
\]

**Bound.** In the same way, \(S(n)<(A+B)/B\) is equivalent to \(n(A+B)B<(A+B)(A+nB)\), where the difference of the two sides is \(A(A+B)>0\). Since \(S(n)=(A+B)/(A/n+B)\), the bound is also the limit for \(n\to\infty\).

**Fraction of the limit.** Dividing by the limit gives

\[
\frac{S(n)}{(A+B)/B}=\frac{nB}{A+nB},
\]

which is the share of the fast force in the cost of a cycle. For \(f<1\), this share is at least \(f\) when \(f(A+nB)\le nB\), that is, when \(fA\le (1-f)nB\). Dividing by \(A(1-f)>0\) gives

\[
\frac{nB}{A}\ \ge\ \frac{f}{1-f}.
\]

Every step can be reversed, so the condition is necessary and sufficient. For \(f=1/2\) it reads \(nB\ge A\): half the limit is reached once the fast forces of a cycle cost at least as much as its slow force.

## A slow force nine times as expensive as the fast one

Let \(A=9\) and \(B=1\). The limit is \((9+1)/1=10\).

| \(n\) | cost of single stepping | cost with one slow evaluation | speed-up |
|---|---|---|---|
| 1 | 10 | 10 | 1 |
| 3 | 30 | 12 | 2.5 |
| 9 | 90 | 18 | 5 |
| 81 | 810 | 90 | 9 |

Half the limit needs \(n\ge 9\). Nine tenths of it needs \(n\ge 9\cdot 9=81\), because \(f/(1-f)=9\) at \(f=0.9\).

For a two-level scheme with constant evaluation costs, the threshold tells a simulator when a longer interval between slow forces has little left to save. It concerns cost alone: the accuracy and stability of the integrator, which restrict \(n\) in practice, do not enter.

## Costs defined by the evaluation schedule

```lean
import Mathlib

open Finset Filter Topology

namespace MultipleTimeStepCost

noncomputable section
```

The formal development starts from the schedule of evaluations and derives the formula for \(S(n)\) from it.

```lean
/-- Cost of the fine time step number `k`: one fast force evaluation of cost `B`, and one slow
force evaluation of cost `A` if `k` is a multiple of `n`. -/
def stepCost (A B : ℝ) (n k : ℕ) : ℝ := B + if n ∣ k then A else 0
```

The costs `A` and `B` are real numbers, and `k` numbers the fine steps from zero. The condition `n ∣ k` says that \(n\) divides \(k\), so the slow force is due at steps \(0,n,2n,\dots\), while the fast force is paid for at every step. `A` is thus what the slow force costs in addition to the fast one.

```lean
/-- Total force cost of the first `N` fine time steps, with the slow force evaluated at
every `n`-th step. -/
def trajectoryCost (A B : ℝ) (n N : ℕ) : ℝ := ∑ k ∈ range N, stepCost A B n k
```

The set `range N` consists of \(0,\dots,N-1\), so the sum runs over the first \(N\) fine steps. Work done once per run, such as a final force evaluation at the end point, is left out.

```lean
/-- Speed-up of multiple time stepping: the cost of `n` fine steps with both forces evaluated at
each step, divided by their cost with a single slow evaluation. Its domain is `A + n B ≠ 0`. -/
def speedup (A B : ℝ) (n : ℕ+) : ℝ := trajectoryCost A B 1 n / trajectoryCost A B n n
```

The numerator uses the schedule with \(n=1\), in which both forces are evaluated at every step, and the denominator uses the schedule with one slow evaluation. Both run over the same \(n\) fine steps. The type `ℕ+` of positive natural numbers excludes an empty cycle.

The reference run therefore pays \(A+B\) per step. This matters in first-principles work when the slow force is the difference between an expensive and a cheap electronic-structure method. Single stepping with the expensive method alone would not pay for the cheap one, and the numerator would have to be changed accordingly.

The model counts only force evaluations and treats `A` and `B` as constants. A real simulation also spends time on other work, and its evaluation costs can vary. In a self-consistent calculation, for example, the number of iterations can depend on how far the nuclei have moved since the last slow evaluation, and then \(A\) varies with \(n\).

## Counting complete cycles

```lean
/-- A trajectory of `m` cycles, each of `n ≥ 1` fine steps, costs `m (A + n B)`. -/
theorem trajectoryCost_cycles (A B : ℝ) {n : ℕ} (hn : 0 < n) (m : ℕ) :
    trajectoryCost A B n (m * n) = m * (A + n * B) := by
  unfold trajectoryCost
  induction m with
  | zero => simp
  | succ m ih =>
    -- within one cycle only the first step needs the slow force
    have h : ∀ k ∈ range n, stepCost A B n (m * n + k) = B + if k = 0 then A else 0 := by
      intro k hk
      have hiff : n ∣ m * n + k ↔ k = 0 := by
        rw [Nat.dvd_add_right (Dvd.intro_left m rfl)]
        exact ⟨fun hd => Nat.eq_zero_of_dvd_of_lt hd (mem_range.mp hk),
          fun h0 => h0 ▸ dvd_zero n⟩
      exact congrArg (B + ·) (if_congr hiff rfl rfl)
    have hcycle : ∑ k ∈ range n, stepCost A B n (m * n + k) = A + n * B := by
      rw [sum_congr rfl h, sum_add_distrib, sum_ite_eq', if_pos (mem_range.mpr hn),
        sum_const, card_range, nsmul_eq_mul]
      ring
    rw [add_mul, one_mul, sum_range_add, ih, hcycle]
    push_cast
    ring
```

This is the count \(m(A+nB)\), proved by induction on the number of cycles. The step `h` looks at the cycle that begins at fine step \(mn\): for \(0\le k<n\), the number \(n\) divides \(mn+k\) only if \(k=0\). Hence `hcycle` finds one slow and \(n\) fast evaluations in that cycle. The lemma `sum_range_add` splits the trajectory into its first \(m\) cycles, whose cost is the induction hypothesis `ih`, and this last one.

```lean
/-- The speed-up with `n` fast steps per slow one is `n (A + B) / (A + n B)`. -/
theorem speedup_eq (A B : ℝ) (n : ℕ+) :
    speedup A B n = n * (A + B) / (A + n * B) := by
  have h1 := trajectoryCost_cycles A B Nat.one_pos (n : ℕ)
  have h2 := trajectoryCost_cycles A B n.pos 1
  simp only [mul_one, one_mul, Nat.cast_one] at h1 h2
  rw [speedup, h1, h2]
```

The closed formula follows by using the count twice. Single stepping over \(n\) fine steps is \(n\) cycles of length one (`h1`), and multiple stepping is one cycle of length \(n\) (`h2`). No sign of the costs is assumed here; where \(A+nB=0\), Lean's convention that division by zero gives zero makes both sides zero, and the equation has no physical content.

```lean
/-- The ratio of costs over any positive number `m` of complete cycles is the speed-up
of a single cycle. -/
theorem speedup_of_cycles (A B : ℝ) (n : ℕ+) {m : ℕ} (hm : 0 < m) :
    trajectoryCost A B 1 (m * n) / trajectoryCost A B n (m * n) = speedup A B n := by
  have hm' : (m : ℝ) ≠ 0 := by exact_mod_cast hm.ne'
  have h1 := trajectoryCost_cycles A B Nat.one_pos (m * (n : ℕ))
  simp only [mul_one, one_mul, Nat.cast_one, Nat.cast_mul] at h1
  rw [speedup_eq, h1, trajectoryCost_cycles A B n.pos m, mul_assoc, mul_div_mul_left _ _ hm']
```

A longer run of complete cycles has the same speed-up as a single cycle, because the positive factor \(m\) cancels. Runs that stop in the middle of a cycle fall outside this statement.

```lean
/-- For positive costs, the speed-up divided by `(A + B) / B` equals the share of the fast force
in the cost of a cycle, `n B / (A + n B)`. -/
theorem speedup_div_limit {A B : ℝ} (hA : 0 < A) (hB : 0 < B) (n : ℕ+) :
    speedup A B n / ((A + B) / B) = n * B / (A + n * B) := by
  have hn : (0 : ℝ) < n := by exact_mod_cast n.pos
  have h1 : A + n * B ≠ 0 := by positivity
  have h2 : A + B ≠ 0 := by positivity
  rw [speedup_eq]
  field_simp
```

This is the identity between the attained fraction of the limit and the fast force's share of the cycle cost. Positivity of `A` and `B` makes the denominators nonzero, and `field_simp` clears them.

## Growth, bound and threshold

```lean
/-- For positive costs `A` and `B`, the speed-up increases strictly with the number `n` of fast
steps per slow one and stays below `(A + B) / B`. It reaches a fraction `f < 1` of this bound
exactly when `n B / A ≥ f / (1 - f)`. -/
theorem speedup_law {A B : ℝ} (hA : 0 < A) (hB : 0 < B) :
    StrictMono (speedup A B) ∧
    (∀ n, speedup A B n < (A + B) / B) ∧
    ∀ f : ℝ, f < 1 → ∀ n : ℕ+,
      (f * ((A + B) / B) ≤ speedup A B n ↔ f / (1 - f) ≤ n * B / A) := by
  have hS : 0 < A + B := add_pos hA hB
  have hpos : ∀ n : ℕ+, 0 < A + (n : ℝ) * B := fun n => by positivity
  refine ⟨?_, ?_, ?_⟩
  · intro n m hnm
    have h : (n : ℝ) < m := by exact_mod_cast hnm
    rw [speedup_eq, speedup_eq, div_lt_div_iff₀ (hpos n) (hpos m)]
    -- the difference of the two sides is A (A + B) (m - n)
    nlinarith [mul_pos (mul_pos hA hS) (sub_pos.mpr h)]
  · intro n
    rw [speedup_eq, div_lt_div_iff₀ (hpos n) hB]
    nlinarith [mul_pos hA hS]
  · intro f hf n
    rw [speedup_eq, div_le_div_iff₀ (sub_pos.mpr hf) hA, ← mul_div_assoc,
      div_le_div_iff₀ hB (hpos n)]
    -- both inequalities agree up to the positive factor A + B
    constructor
    · intro h
      have h' : (A + B) * (f * A) ≤ (A + B) * (n * B * (1 - f)) := by linarith
      exact le_of_mul_le_mul_left h' hS
    · intro h
      have h' := mul_le_mul_of_nonneg_left h hS.le
      linarith
```

The theorem has three parts, all for positive costs. `StrictMono (speedup A B)` says that a larger \(n\) always gives a larger speed-up. The second part is the strict bound for every \(n\). The third is the equivalence between reaching the fraction \(f\) of the bound and the condition on \(nB/A\). Neither \(A>B\) nor \(f>0\) is assumed; for \(f\le 0\) both sides of the equivalence are true.

The proof follows the derivation by hand. The lemmas `div_lt_div_iff₀` and `div_le_div_iff₀` cross-multiply with positive denominators. For growth and bound, `nlinarith` is given the positive products \(A(A+B)(m-n)\) and \(A(A+B)\), which are the differences computed above. In the third part, cross-multiplication leaves two inequalities that agree up to the factor \(A+B\). One direction cancels this factor, and the other multiplies by it.

## The bound as a limit

```lean
/-- For positive costs, the speed-up tends to `(A + B) / B` as the number of fast steps per slow
one grows without bound. -/
theorem speedup_tendsto {A B : ℝ} (hA : 0 < A) (hB : 0 < B) :
    Tendsto (speedup A B) atTop (𝓝 ((A + B) / B)) := by
  obtain ⟨hmono, hlt, hfrac⟩ := speedup_law hA hB
  have hL : 0 < (A + B) / B := by positivity
  refine tendsto_atTop_isLUB hmono.monotone ⟨?_, ?_⟩
  · rintro _ ⟨n, rfl⟩
    exact (hlt n).le
  · intro b hb
    by_contra hcon
    have hbL : b < (A + B) / B := not_le.mp hcon
    -- a smaller bound b is a fraction f < 1 of the limit, which some n reaches
    have hf : b / ((A + B) / B) < 1 := (div_lt_one hL).mpr hbL
    obtain ⟨k, hk⟩ := exists_nat_ge
      (b / ((A + B) / B) / (1 - b / ((A + B) / B)) * A / B)
    rw [div_le_iff₀ hB] at hk
    have hreach := (hfrac _ hf k.succPNat).mpr (by
      rw [le_div_iff₀ hA, Nat.succPNat_coe, Nat.cast_succ]
      linarith)
    rw [div_mul_cancel₀ b hL.ne'] at hreach
    -- one more fast step exceeds b
    have hnext := hmono (PNat.lt_add_right k.succPNat 1)
    have hbound := hb (Set.mem_range_self (k.succPNat + 1))
    linarith
```

`Tendsto … atTop (𝓝 …)` expresses convergence as \(n\to\infty\). The hand derivation divided numerator and denominator by \(n\); the formal proof uses the preceding theorem instead. An increasing sequence converges to its least upper bound, so it suffices that no number \(b<(A+B)/B\) is an upper bound.

Suppose such a \(b\) were one, and write it as a fraction \(f<1\) of the limit. The threshold provides an \(n\) with \(S(n)\ge b\): `exists_nat_ge` supplies a natural number \(k\) that is large enough, and `k.succPNat` is the positive number \(k+1\). By strict growth, one more fast step per cycle gives a speed-up above \(b\), which is a contradiction. Since \(b\) may be zero or negative, it is convenient here that the threshold holds without \(f>0\).

## Choosing the number of fast steps

```lean
/-- For positive costs, a fraction `f < 1` of the limiting speed-up is reached exactly when `n` is
at least `f A / ((1 - f) B)` rounded up to a natural number. -/
theorem fraction_reached_iff_ceil_le {A B f : ℝ} (hA : 0 < A) (hB : 0 < B) (hf : f < 1)
    (n : ℕ+) :
    f * ((A + B) / B) ≤ speedup A B n ↔ ⌈f / (1 - f) * (A / B)⌉₊ ≤ (n : ℕ) := by
  rw [(speedup_law hA hB).2.2 f hf n, Nat.ceil_le, le_div_iff₀ hA, ← mul_div_assoc,
    div_le_iff₀ hB]
```

The brackets `⌈…⌉₊` round up to a natural number. For \(0<f<1\), the smallest sufficient number of fast steps is therefore

\[
n_{\min}=\left\lceil \frac{f}{1-f}\,\frac{A}{B}\right\rceil .
\]

For \(f\le 0\) the rounded value is zero, and every \(n\ge1\) suffices. The proof rewrites the threshold as a lower bound on \(n\) and applies `Nat.ceil_le`, by which a natural number is at least \(x\) exactly when it is at least \(x\) rounded up.

```lean
/-- For positive costs, half of the limiting speed-up is reached exactly when the fast forces of
a cycle cost at least as much as its slow force. -/
theorem half_reached_iff {A B : ℝ} (hA : 0 < A) (hB : 0 < B) (n : ℕ+) :
    1 / 2 * ((A + B) / B) ≤ speedup A B n ↔ A ≤ n * B := by
  have h := (speedup_law hA hB).2.2 (1 / 2) (by norm_num) n
  rw [show (1 / 2 : ℝ) / (1 - 1 / 2) = 1 by norm_num, one_le_div hA] at h
  exact h

end

end MultipleTimeStepCost
```

For \(f=1/2\) the ratio \(f/(1-f)\) equals one, and the threshold becomes \(A\le nB\). If \(B\ge A\), this already holds at \(n=1\): the limit is then at most 2, and single stepping, with speed-up 1, has reached half of it.

```lean
#print axioms MultipleTimeStepCost.speedup_div_limit
-- 'MultipleTimeStepCost.speedup_div_limit' depends on axioms: [propext, Classical.choice, Quot.sound]
#print axioms MultipleTimeStepCost.speedup_tendsto
-- 'MultipleTimeStepCost.speedup_tendsto' depends on axioms: [propext, Classical.choice, Quot.sound]
#print axioms MultipleTimeStepCost.fraction_reached_iff_ceil_le
-- 'MultipleTimeStepCost.fraction_reached_iff_ceil_le' depends on axioms: [propext, Classical.choice, Quot.sound]
#print axioms MultipleTimeStepCost.half_reached_iff
-- 'MultipleTimeStepCost.half_reached_iff' depends on axioms: [propext, Classical.choice, Quot.sound]
```
